# The exchange virial relation for a spherical two-electron Gaussian density

Atomic units are used throughout. The density $n(r)$ belongs to two electrons of opposite spin in one spherical orbital, $v(r)$ is their exchange potential, and a prime means $d/dr$. Exchange then cancels half of the Hartree potential, $v=-v_H/2$, so Poisson's equation reads $(rv)''=2\pi r n$. This equation is not derived from a wavefunction: the general theorem assumes it of $n$ and $v$, and for the Gaussian pair it is checked.

```lean
import Mathlib

open MeasureTheory Set Filter
open scoped Real Topology

namespace ExchangeVirial

noncomputable section
```

This loads the library Mathlib and its notation for real numbers, $\pi$ and limits.

```lean
/-- The exchange energy `(1/2) ∫ 4π r² n v dr` of a radial density `n` in the potential `v`. -/
def exchangeEnergy (n v : ℝ → ℝ) : ℝ :=
  1 / 2 * ∫ r in Ioi (0 : ℝ), 4 * π * (r ^ 2 * n r * v r)
```

For the two-electron potential $v=-v_H/2$, this is the exchange energy $E=\frac12\int_0^\infty 4\pi r^2 n v\,dr$. The factor $\frac12$ does not carry over to every exchange potential: for local-density exchange it is $\frac34$. `Ioi 0` is the interval $(0,\infty)$, and `ℝ → ℝ` is the type of real functions.

```lean
/-- The virial integral `-∫ 4π r² n (r v') dr` of a radial density `n` in the potential `v`. -/
def virialIntegral (n v : ℝ → ℝ) : ℝ :=
  -∫ r in Ioi (0 : ℝ), 4 * π * (r ^ 2 * n r * (r * deriv v r))
```

This is the virial integral $V=-\int_0^\infty 4\pi r^3 n v'\,dr$, where `deriv v r` is $v'(r)$.

```lean
/-- The potential `v` solves the two-electron exchange Poisson equation `(r v)'' = 2π r n`, where
`v` and `g = (r v)'` are bounded, `r g` vanishes at infinity, and `r² n v`, `r² n g` and `g²` are
integrable, all on `r > 0`. -/
structure IsExchangePair (n v g : ℝ → ℝ) : Prop where
  slope : ∀ r, 0 < r → HasDerivAt (fun s => s * v s) (g r) r
  poisson : ∀ r, 0 < r → HasDerivAt g (2 * π * r * n r) r
  bounded : ∃ C, ∀ r, 0 < r → |v r| ≤ C ∧ |g r| ≤ C
  decay : Tendsto (fun r => r * g r) atTop (𝓝 0)
  int_nv : IntegrableOn (fun r => r ^ 2 * n r * v r) (Ioi 0)
  int_ng : IntegrableOn (fun r => r ^ 2 * n r * g r) (Ioi 0)
  int_gg : IntegrableOn (fun r => g r * g r) (Ioi 0)
```

An `IsExchangePair` is a density and potential, with $g=(rv)'$, that meet seven conditions. `HasDerivAt f a r` says that $f$ has derivative $a$ at $r$, so `slope` and `poisson` together give Poisson's equation. The others require bounded $v$ and $g$, $rg\to0$ at infinity, and finite integrals. Neither $n\ge0$ nor a particle number of two is required.

## Two total derivatives give the virial relation

```lean
/-- The derivative of `r w g` integrates to zero if it is integrable, `w` and `g` are bounded and
`r g` vanishes at infinity. -/
theorem integral_total_derivative {w g F' : ℝ → ℝ} {C : ℝ}
    (hw : ∀ r, 0 < r → |w r| ≤ C) (hg : ∀ r, 0 < r → |g r| ≤ C)
    (hinf : Tendsto (fun r => r * g r) atTop (𝓝 0))
    (hi : IntegrableOn F' (Ioi 0))
    (hd : ∀ r, 0 < r → HasDerivAt (fun s => s * w s * g s) (F' r) r) :
    ∫ r in Ioi (0 : ℝ), F' r = 0 := by
  have h0 : Tendsto (fun s => s * w s * g s) (𝓝[>] 0) (𝓝 0) := by
    have h : Tendsto (fun s : ℝ => s * (C * C)) (𝓝 0) (𝓝 (0 * (C * C))) :=
      tendsto_id.mul_const _
    rw [zero_mul] at h
    refine squeeze_zero_norm' ?_ (h.mono_left nhdsWithin_le_nhds)
    filter_upwards [self_mem_nhdsWithin] with s hs
    have hs' : 0 < s := hs
    rw [mul_assoc, Real.norm_eq_abs, abs_mul, abs_mul, abs_of_pos hs']
    exact mul_le_mul_of_nonneg_left (mul_le_mul (hw s hs') (hg s hs') (abs_nonneg _)
      ((abs_nonneg _).trans (hw s hs'))) hs'.le
  have h1 : Tendsto (fun s => s * w s * g s) atTop (𝓝 0) := by
    have h := hinf.abs.mul_const C
    rw [abs_zero, zero_mul] at h
    refine squeeze_zero_norm' ?_ h
    filter_upwards [eventually_gt_atTop (0 : ℝ)] with s hs
    rw [show s * w s * g s = s * g s * w s by ring, Real.norm_eq_abs, abs_mul (s * g s)]
    exact mul_le_mul_of_nonneg_left (hw s hs) (abs_nonneg _)
  have hc : ContinuousWithinAt (fun s => s * w s * g s) (Ioi 0) 0 := by
    show Tendsto (fun s => s * w s * g s) (𝓝[>] 0) (𝓝 (0 * w 0 * g 0))
    rw [show 0 * w 0 * g 0 = 0 by ring]
    exact h0
  exact (integral_Ioi_of_hasDerivAt_of_tendsto (continuousWithinAt_Ioi_iff_Ici.1 hc)
    hd hi h1).trans (by simp)
```

Let $F=r\,w\,g$ with $|w|,|g|\le C$. Near the origin $|F|\le C^2r\to0$; at infinity $|F|\le C|rg|\to0$. Hence $\int_0^\infty F'\,dr=0$. The proof establishes the two limits by squeezing (`h0`, `h1`), then applies the fundamental theorem of calculus on the half-line.

```lean
/-- For an exchange pair, the exchange energy is minus the integral of `((r v)')²`. -/
theorem exchangeEnergy_eq_field {n v g : ℝ → ℝ} (h : IsExchangePair n v g) :
    exchangeEnergy n v = -∫ r in Ioi (0 : ℝ), g r * g r := by
  obtain ⟨C, hC⟩ := h.bounded
  have key : ∫ r in Ioi (0 : ℝ), (g r * g r + 2 * π * (r ^ 2 * n r * v r)) = 0 := by
    refine integral_total_derivative (fun r hr => (hC r hr).1) (fun r hr => (hC r hr).2)
      h.decay (h.int_gg.add (h.int_nv.const_mul (2 * π))) ?_
    intro r hr
    exact ((h.slope r hr).fun_mul (h.poisson r hr)).congr_deriv (by ring)
  rw [integral_add h.int_gg (h.int_nv.const_mul _), integral_const_mul] at key
  rw [exchangeEnergy, integral_const_mul]
  linear_combination key
```

Take $w=v$. The product rule gives
$$\big[(rv)g\big]'=g^2+2\pi r^2nv .$$
The left side integrates to zero, and $2\pi\int_0^\infty r^2nv\,dr$ is $E$, so $E=-\int_0^\infty g^2\,dr$. In Lean, `key` is the integrated identity and `linear_combination` does the closing algebra.

```lean
/-- The exchange virial relation: for every exchange pair, the virial integral equals the
exchange energy. -/
theorem virial_eq_energy {n v g : ℝ → ℝ} (h : IsExchangePair n v g) :
    virialIntegral n v = exchangeEnergy n v := by
  obtain ⟨C, hC⟩ := h.bounded
  -- integrate the total derivative of r g²
  have key : ∫ r in Ioi (0 : ℝ), (g r * g r + 4 * π * (r ^ 2 * n r * g r)) = 0 := by
    refine integral_total_derivative (fun r hr => (hC r hr).2) (fun r hr => (hC r hr).2)
      h.decay (h.int_gg.add (h.int_ng.const_mul (4 * π))) ?_
    intro r hr
    exact (((hasDerivAt_id' r).fun_mul (h.poisson r hr)).fun_mul
      (h.poisson r hr)).congr_deriv (by ring)
  rw [integral_add h.int_gg (h.int_ng.const_mul _), integral_const_mul] at key
  -- the force obeys r v' = g - v
  have hv : ∀ r, 0 < r → r * deriv v r = g r - v r := by
    intro r hr
    have hr0 : r ≠ 0 := hr.ne'
    have he : v =ᶠ[𝓝 r] fun s => s * v s / s := by
      filter_upwards [lt_mem_nhds hr] with s hs
      have hs0 : s ≠ 0 := ne_of_gt hs
      field_simp
    rw [(((h.slope r hr).fun_div (hasDerivAt_id' r) hr0).congr_of_eventuallyEq he).deriv]
    field_simp
  have hV : ∫ r in Ioi (0 : ℝ), 4 * π * (r ^ 2 * n r * (r * deriv v r))
      = ∫ r in Ioi (0 : ℝ), (4 * π * (r ^ 2 * n r * g r) - 4 * π * (r ^ 2 * n r * v r)) :=
    setIntegral_congr_fun measurableSet_Ioi (fun r hr => by
      linear_combination 4 * π * r ^ 2 * n r * hv r hr)
  have hf := exchangeEnergy_eq_field h
  rw [exchangeEnergy, integral_const_mul] at hf
  rw [virialIntegral, hV, integral_sub (h.int_ng.const_mul _) (h.int_nv.const_mul _),
    integral_const_mul, integral_const_mul, exchangeEnergy, integral_const_mul]
  linear_combination hf - key
```

Take $w=g$:
$$(rg^2)'=g^2+2rgg'=g^2+4\pi r^2ng ,$$
so $4\pi\int_0^\infty r^2ng\,dr=-\int_0^\infty g^2\,dr$; this is `key`. Since $g=(rv)'=v+rv'$, we have $rv'=g-v$, which is `hv`. Therefore
$$V=-4\pi\int_0^\infty r^2ng\,dr+4\pi\int_0^\infty r^2nv\,dr=\int_0^\infty g^2\,dr+2E=-E+2E=E .$$

Boundedness matters here. Adding $a/r$ to $v$, with $a\neq0$, leaves $g$ unchanged and, for the Gaussian density below, violates only `bounded`. Yet $E$ rises by $2\pi a\int_0^\infty rn\,dr$ and $V$ by twice as much, so the equality fails.

## The Gaussian pair

```lean
/-- The error function `(2/√π) ∫₀ˣ exp(-t²) dt`. -/
def errFn (x : ℝ) : ℝ := 2 / √π * ∫ t in (0 : ℝ)..x, Real.exp (-t ^ 2)
```

This defines $\operatorname{erf}(x)=\frac{2}{\sqrt\pi}\int_0^x e^{-t^2}dt$.

```lean
/-- The Gaussian density `2 (β/π)^(3/2) exp(-β r²)`, for `β > 0`. -/
def density (β r : ℝ) : ℝ := 2 * (β / π) ^ (3 / 2 : ℝ) * Real.exp (-β * r ^ 2)
```

The density is $n(r)=2(\beta/\pi)^{3/2}e^{-\beta r^2}$, where $\beta>0$ sets its width.

```lean
/-- The exchange potential `-erf(√β r)/r`, for `β > 0` and `r > 0`. -/
def potential (β r : ℝ) : ℝ := -errFn (√β * r) / r
```

The potential is $v(r)=-\operatorname{erf}(\sqrt\beta\,r)/r$.

```lean
/-- The function `-2 √(β/π) exp(-β r²)`, for `β > 0`. -/
def slopeFn (β r : ℝ) : ℝ := -(2 / √π * √β) * Real.exp (-β * r ^ 2)
```

This is the candidate for $(rv)'$: $g(r)=-2\sqrt{\beta/\pi}\,e^{-\beta r^2}$.

```lean
/-- The slope of the error function is `(2/√π) exp(-x²)`. -/
theorem errFn_hasDerivAt (x : ℝ) : HasDerivAt errFn (2 / √π * Real.exp (-x ^ 2)) x := by
  have hc : Continuous fun t : ℝ => Real.exp (-t ^ 2) := by fun_prop
  exact (hc.integral_hasStrictDerivAt 0 x).hasDerivAt.const_mul (2 / √π)
```

Differentiating the defining integral gives $\operatorname{erf}'(x)=\frac{2}{\sqrt\pi}e^{-x^2}$.

```lean
/-- The error function is bounded in magnitude by `(2/√π) |x|`. -/
theorem abs_errFn_le (x : ℝ) : |errFn x| ≤ 2 / √π * |x| := by
  have h := intervalIntegral.norm_integral_le_of_norm_le_const (a := 0) (b := x) (C := 1)
    (f := fun t : ℝ => Real.exp (-t ^ 2)) (fun t _ => by
      rw [Real.norm_eq_abs, abs_of_pos (Real.exp_pos _)]
      exact Real.exp_le_one_iff.2 (neg_nonpos.2 (sq_nonneg t)))
  rw [Real.norm_eq_abs, one_mul, sub_zero] at h
  rw [errFn, abs_mul, abs_of_nonneg (by positivity : 0 ≤ 2 / √π)]
  exact mul_le_mul_of_nonneg_left h (by positivity)
```

The integrand is at most 1, so $|\operatorname{erf}(x)|\le\frac{2}{\sqrt\pi}|x|$.

```lean
/-- For `β > 0`, the square of `2 √(β/π) exp(-β r²)` is `(4β/π) exp(-2β r²)`. -/
theorem slopeFn_sq {β : ℝ} (hβ : 0 < β) (r : ℝ) :
    slopeFn β r * slopeFn β r = 4 * β / π * Real.exp (-(2 * β) * r ^ 2) := by
  have hc : (2 / √π * √β) ^ 2 = 4 * β / π := by
    rw [mul_pow, div_pow, Real.sq_sqrt hβ.le, Real.sq_sqrt Real.pi_pos.le]
    ring
  rw [← hc, show -(2 * β) * r ^ 2 = -β * r ^ 2 + -β * r ^ 2 by ring, Real.exp_add, slopeFn]
  ring
```

Squaring gives $g^2=\frac{4\beta}{\pi}e^{-2\beta r^2}$.

```lean
/-- For `β > 0`, the Gaussian density and its potential `-erf(√β r)/r` form an exchange pair. -/
theorem gaussian_isExchangePair {β : ℝ} (hβ : 0 < β) :
    IsExchangePair (density β) (potential β) (slopeFn β) := by
  have hK : 0 ≤ 2 / √π * √β := by positivity
  have hv : ∀ r, 0 < r → |potential β r| ≤ 2 / √π * √β := by
    intro r hr
    have hb := abs_errFn_le (√β * r)
    rw [abs_of_nonneg (by positivity : 0 ≤ √β * r)] at hb
    rw [potential, abs_div, abs_neg, abs_of_pos hr, div_le_iff₀ hr]
    linarith
  have hg : ∀ r, 0 < r → |slopeFn β r| ≤ 2 / √π * √β := by
    intro r _
    rw [slopeFn, abs_mul, abs_neg, abs_of_nonneg hK, abs_of_pos (Real.exp_pos _)]
    exact mul_le_of_le_one_right hK
      (Real.exp_le_one_iff.2 (by nlinarith [mul_nonneg hβ.le (sq_nonneg r)]))
  have hn : IntegrableOn (fun r => r ^ 2 * density β r) (Ioi 0) := by
    have h := integrable_rpow_mul_exp_neg_mul_sq hβ (s := 2) (by norm_num)
    simp only [Real.rpow_two] at h
    refine (h.integrableOn.const_mul (2 * (β / π) ^ (3 / 2 : ℝ))).congr
      (Eventually.of_forall fun r => ?_)
    dsimp only
    rw [density]
    ring
  -- a measurable function with the same bound as `v` and `g` has a finite density average
  have hint : ∀ w : ℝ → ℝ, Measurable w → (∀ r, 0 < r → |w r| ≤ 2 / √π * √β) →
      IntegrableOn (fun r => r ^ 2 * density β r * w r) (Ioi 0) := by
    intro w hm hw
    refine Integrable.mono' (hn.mul_const (2 / √π * √β))
      (hn.aestronglyMeasurable.mul hm.aestronglyMeasurable)
      ((ae_restrict_iff' measurableSet_Ioi).2 (Eventually.of_forall fun r hr => ?_))
    have h0 : 0 ≤ r ^ 2 * density β r := by unfold density; positivity
    rw [norm_mul, Real.norm_of_nonneg h0, Real.norm_eq_abs]
    exact mul_le_mul_of_nonneg_left (hw r hr) h0
  have hcE : Continuous errFn :=
    continuous_iff_continuousAt.2 fun x => (errFn_hasDerivAt x).continuousAt
  have hmv : Measurable (potential β) :=
    (hcE.comp (continuous_const.mul continuous_id)).neg.measurable.div measurable_id
  have hmg : Measurable (slopeFn β) := by
    have hc : Continuous (slopeFn β) := by unfold slopeFn; fun_prop
    exact hc.measurable
  refine ⟨?_, ?_, ⟨_, fun r hr => ⟨hv r hr, hg r hr⟩⟩, ?_, hint _ hmv hv, hint _ hmg hg, ?_⟩
  · intro r _
    have hrv : (fun s => s * potential β s) = fun s => -errFn (√β * s) := by
      funext s
      by_cases hs : s = 0
      · simp [hs, errFn]
      · rw [potential]
        field_simp
    have h : HasDerivAt (fun s => errFn (√β * s))
        (2 / √π * Real.exp (-(√β * r) ^ 2) * (√β * 1)) r :=
      (errFn_hasDerivAt (√β * r)).comp r ((hasDerivAt_id' r).const_mul √β)
    rw [show -(√β * r) ^ 2 = -β * r ^ 2 by rw [mul_pow, Real.sq_sqrt hβ.le]; ring] at h
    rw [hrv]
    exact h.fun_neg.congr_deriv (by rw [slopeFn]; ring)
  · intro r _
    have hk : π * (β / π) ^ (3 / 2 : ℝ) = β * (√β / √π) := by
      rw [show (3 / 2 : ℝ) = 1 + 1 / 2 by norm_num, Real.rpow_add (by positivity),
        Real.rpow_one, ← Real.sqrt_eq_rpow, Real.sqrt_div hβ.le, ← mul_assoc,
        mul_div_cancel₀ β Real.pi_ne_zero]
    have h2 : HasDerivAt (fun s : ℝ => s ^ 2) (2 * r) r := by
      simpa using hasDerivAt_pow 2 r
    refine ((h2.const_mul (-β)).exp.const_mul (-(2 / √π * √β))).congr_deriv ?_
    rw [density]
    linear_combination (-4 * r * Real.exp (-β * r ^ 2)) * hk
  · -- exp(-β r²) ≤ 1/(β r²) gives the decay
    have hu := tendsto_inv_atTop_zero.const_mul (2 / √π * √β * β⁻¹)
    rw [mul_zero] at hu
    refine squeeze_zero_norm' ?_ hu
    filter_upwards [eventually_gt_atTop (0 : ℝ)] with r hr
    have he : Real.exp (-β * r ^ 2) ≤ 1 / (β * r ^ 2) := by
      rw [neg_mul, Real.exp_neg, ← one_div]
      exact one_div_le_one_div_of_le (by positivity)
        (by linarith [Real.add_one_le_exp (β * r ^ 2)])
    rw [Real.norm_eq_abs, slopeFn, abs_mul, abs_mul, abs_neg, abs_of_pos hr,
      abs_of_nonneg hK, abs_of_pos (Real.exp_pos _)]
    calc r * (2 / √π * √β * Real.exp (-β * r ^ 2))
        ≤ r * (2 / √π * √β * (1 / (β * r ^ 2))) := by gcongr
      _ = 2 / √π * √β * β⁻¹ * r⁻¹ := by field_simp
  · simp only [slopeFn_sq hβ]
    exact ((integrable_exp_neg_mul_sq (b := 2 * β) (by positivity)).const_mul _).integrableOn
```

All seven conditions are checked. By the chain rule, $(rv)'=-\big[\operatorname{erf}(\sqrt\beta\,r)\big]'=g$. Next,
$$g'=4\beta\sqrt{\beta/\pi}\;r\,e^{-\beta r^2}=2\pi rn .$$
The bound on erf gives $|v|\le2\sqrt{\beta/\pi}$, and $|g|$ obeys the same bound. From $e^{-\beta r^2}\le1/(\beta r^2)$ follows $|rg|\le2\sqrt{\beta/\pi}/(\beta r)\to0$. The integrals are finite because $r^2n$ is integrable, $v$ and $g$ are bounded, and $g^2$ is a Gaussian.

```lean
/-- For `β > 0`, the exchange energy and the virial integral of the Gaussian density in the
potential `-erf(√β r)/r` both equal `-√(2β/π)`. -/
theorem gaussian_exchange_virial {β : ℝ} (hβ : 0 < β) :
    exchangeEnergy (density β) (potential β) = -√(2 * β / π) ∧
      virialIntegral (density β) (potential β) = -√(2 * β / π) := by
  have h := gaussian_isExchangePair hβ
  have hs : √(2 * β / π) = 2 * β / π * √(π / (2 * β)) := by
    calc √(2 * β / π) = √((2 * β / π) ^ 2 * (π / (2 * β))) := by
          congr 1
          field_simp
      _ = 2 * β / π * √(π / (2 * β)) := by
          rw [Real.sqrt_mul (sq_nonneg _), Real.sqrt_sq (by positivity)]
  have hE : exchangeEnergy (density β) (potential β) = -√(2 * β / π) := by
    rw [exchangeEnergy_eq_field h]
    simp only [slopeFn_sq hβ]
    rw [integral_const_mul, integral_gaussian_Ioi, hs]
    ring
  exact ⟨hE, (virial_eq_energy h).trans hE⟩

end

end ExchangeVirial
```

For every $\beta>0$, both integrals equal $-\sqrt{2\beta/\pi}$:
$$E=-\frac{4\beta}{\pi}\int_0^\infty e^{-2\beta r^2}dr=-\frac{4\beta}{\pi}\cdot\frac12\sqrt{\frac{\pi}{2\beta}}=-\sqrt{\frac{2\beta}{\pi}} ,$$
and `virial_eq_energy` carries the value over to $V$.

For $\beta=\pi/2$, $g^2=2e^{-\pi r^2}$ and $\int_0^\infty e^{-\pi r^2}dr=\frac12$, so $E=V=-1$ hartree.

For spherical two-electron densities of this Gaussian form, the closed value can test a program's radial grid and its derivative of $v$. The virial relation of density-functional theory concerns general densities and their exchange functional; the theorem here covers radial pairs that meet the seven conditions above, among them the two-electron Poisson equation.

```lean
#print axioms ExchangeVirial.gaussian_exchange_virial
-- 'ExchangeVirial.gaussian_exchange_virial' depends on axioms: [propext, Classical.choice, Quot.sound]
```
